# The two-site Hubbard model with two electrons has the eigenvalue (U − √(U² + 16t²))/2

Two electrons of opposite spin on two sites, with real hopping t and on-site repulsion U > 0, are described by a 4 × 4 matrix in the basis of two covalent and two doubly occupied configurations. The theorem `exact_singlet` states that this matrix has the eigenvalue E = (U − √(U² + 16t²))/2, with the nonzero, unnormalised eigenvector (U − E, −(U − E), 2t, 2t). The attempt carries the secular equation E² = UE + 4t², already proved over the real numbers, to the complex numbers. It then shows that the first component U − E cannot vanish, because E ≤ 0 < U, and checks the eigenvalue equation component by component.

This version doesn't compile in Lean 4 with Mathlib:

```lean
import Mathlib

open Matrix
open scoped Kronecker

namespace ExactSinglet

noncomputable section

/-- On-site interaction in the basis up-down, down-up, pair on site 1, pair on site 2. -/
def H0 (U : ℝ) : Matrix (Fin 4) (Fin 4) ℂ := diagonal ![0, 0, (U : ℂ), (U : ℂ)]

/-- Hopping: each ionic state is coupled by `-t` to up-down and by `t` to down-up. -/
def V (t : ℝ) : Matrix (Fin 4) (Fin 4) ℂ :=
  !![0, 0, -(t : ℂ), -(t : ℂ); 0, 0, (t : ℂ), (t : ℂ);
    -(t : ℂ), (t : ℂ), 0, 0; -(t : ℂ), (t : ℂ), 0, 0]

/-- The lower root `(U - √(U² + 16t²))/2` of the singlet secular equation. -/
def singletEnergy (t U : ℝ) : ℝ := (U - √(U ^ 2 + 16 * t ^ 2)) / 2

/-- The energy `E = singletEnergy t U` solves the secular equation `E² = UE + 4t²`. -/
theorem singletEnergy_sq (t U : ℝ) :
    singletEnergy t U ^ 2 = U * singletEnergy t U + 4 * t ^ 2 := by
  have h := Real.sq_sqrt (show 0 ≤ U ^ 2 + 16 * t ^ 2 by positivity)
  unfold singletEnergy
  linear_combination h / 4

/-- For `U > 0` the energy `singletEnergy t U` is not positive. -/
theorem singletEnergy_nonpos (t : ℝ) {U : ℝ} (hU : 0 < U) : singletEnergy t U ≤ 0 := by
  have h : U ≤ √(U ^ 2 + 16 * t ^ 2) :=
    (Real.le_sqrt' hU).mpr (by nlinarith [sq_nonneg t])
  unfold singletEnergy
  linarith

/-- For `U > 0` the full Hamiltonian `H0 + V` has the eigenvalue `E = singletEnergy t U`,
with the nonzero eigenvector `(U - E, -(U - E), 2t, 2t)`. -/
theorem exact_singlet (t : ℝ) {U : ℝ} (hU : 0 < U) :
    let E : ℂ := (singletEnergy t U : ℂ)
    let v : Fin 4 → ℂ := ![U - E, -(U - E), 2 * t, 2 * t]
    v ≠ 0 ∧ (H0 U + V t) *ᵥ v = E • v := by
  intro E v
  have hE : E ^ 2 = U * E + 4 * (t : ℂ) ^ 2 := by
    exact_mod_cast singletEnergy_sq t U
  constructor
  · intro h
    have h0 : (U : ℂ) - (singletEnergy t U : ℂ) = 0 := congrFun h 0
    have h1 : U - singletEnergy t U = 0 := by exact_mod_cast h0
    linarith [singletEnergy_nonpos t hU]
  · clear_value E
    ext i
    fin_cases i <;>
      simp [v, H0, V, Matrix.mulVec, dotProduct, Fin.sum_univ_four, Matrix.diagonal_apply]
    · linear_combination hE
    · linear_combination -hE
    · ring
    · ring

end

end ExactSinglet
```

The compiler's answer:

```
Main.lean:43:4: error: mod_cast has type
  singletEnergy t U ^ 2 = U * singletEnergy t U + 4 * t ^ 2
but is expected to have type
  E ^ 2 = ↑U * E + ↑(4 * t ^ 2)
```

Cause. The message says that the real equation supplied by `singletEnergy_sq` does not match the goal, which is still an equation between complex numbers. After `intro E v`, `E` is a local definition whose value is the real number `singletEnergy t U` cast to `ℂ`. The goal, however, shows only the name `E`, and `exact_mod_cast` did not look behind it. It could gather the casts in `4 * t ^ 2`, as the `↑(4 * t ^ 2)` in the message shows, but with no cast visible at `E` it could not turn the whole equation into one over `ℝ`.

The added `change` restates the goal with `(singletEnergy t U : ℂ)` in place of `E`, which Lean accepts because the two are equal by definition. Now every term is visibly built from casts of real numbers, so `exact_mod_cast` can reduce the goal to the real equation and close it with `singletEnergy_sq t U`.

After these edits no error is left:

```diff
@@ -41,4 +41,6 @@
   intro E v
   have hE : E ^ 2 = U * E + 4 * (t : ℂ) ^ 2 := by
+    change (singletEnergy t U : ℂ) ^ 2 =
+      (U : ℂ) * (singletEnergy t U : ℂ) + 4 * (t : ℂ) ^ 2
     exact_mod_cast singletEnergy_sq t U
   constructor
```
